# Mode relaxation at a fixed Hessian: curvature decrease and a bound on the integrated squared residual

In a saddle search by gentlest ascent, a trial unit direction v can be relaxed at a fixed geometry before the atoms are moved. One then monitors the curvature along v and the residual, which measures how far v is from being an eigenvector of the Hessian H. For a constant H and exact continuous-time relaxation, the curvature never rises, and the spread of the eigenvalues limits how long the residual can stay large.

## Curvature balance along the flow

Let H be a symmetric operator on a finite-dimensional real inner product space, with all eigenvalues in [l, u]. Write

c = ⟨v, Hv⟩,  r = Hv − c v,

and, with s a fictitious relaxation time and the prime denoting d/ds, let v solve v' = −Hv + c v = −r for s ≥ 0, with ‖v(0)‖ = 1. Then ‖v(s)‖ = 1 for all s ≥ 0, c is non-increasing, and for every T > 0

∫₀ᵀ ‖r‖² ds ≤ (u − l)/2.

The norm comes first. Put n = ⟨v, v⟩ − 1. Then

n' = 2⟨v, v'⟩ = −2c + 2c⟨v, v⟩ = 2c n.

Since n(0) = 0, this linear equation gives n = 0 throughout.

Consequently ⟨v, r⟩ = c − c⟨v, v⟩ = 0. The symmetry of H now gives

c' = ⟨v', Hv⟩ + ⟨v, Hv'⟩ = 2⟨Hv, v'⟩ = −2⟨Hv, r⟩ = −2⟨r + c v, r⟩ = −2‖r‖² ≤ 0.

Integration over [0, T] yields

∫₀ᵀ ‖r‖² ds = (c(0) − c(T))/2.

To bound the right side, expand a unit vector x in an orthonormal eigenbasis eᵢ with eigenvalues λᵢ and coefficients aᵢ = ⟨eᵢ, x⟩:

Σᵢ aᵢ² = 1,  ⟨x, Hx⟩ = Σᵢ λᵢ aᵢ².

The curvature is a weighted average of the eigenvalues, so it lies in [l, u]. Hence c(0) ≤ u and c(T) ≥ l, which proves the bound.

By the mean value theorem there is also a time s in (0, T) with

‖r(s)‖² = (c(0) − c(T))/(2T) ≤ (u − l)/(2T).

In one dimension, H is multiplication by a number and v = ±1 is already an eigenvector. The residual vanishes, and the choice l = u makes the bound zero as well.

A small residual does not identify the lowest mode: a flow started at any unit eigenvector stays there.

## The flow in Lean

The space `E` holds the displacement directions. It is a general real inner product space until the eigenvalue bounds are needed.

```lean
import Mathlib

open Set

namespace GentlestAscentModeRelaxation

noncomputable section

variable {E : Type*} [NormedAddCommGroup E] [InnerProductSpace ℝ E]
```

The Hessian is a continuous linear map, and c and r become functions of the vector v. They are defined for every v, but they are the curvature along v and the eigenvector residual only when v has norm one.

```lean
/-- The quadratic form `⟨v, H v⟩`. For a unit vector `v` and a Hessian `H` it is the curvature of
the energy surface along `v`. -/
def curvature (H : E →L[ℝ] E) (v : E) : ℝ := inner ℝ v (H v)

/-- The vector `H v - ⟨v, H v⟩ v`. For a unit vector `v` it is the eigenvector residual, which
vanishes exactly when `v` is an eigenvector of `H`. -/
def residual (H : E →L[ℝ] E) (v : E) : E := H v - curvature H v • v
```

The differential equation is a predicate on a given trajectory, so the existence of a solution is assumed. The derivative is taken within `Ici 0`, the half-line s ≥ 0: it is one-sided at zero and ordinary at later times. A finite-step iteration is not covered.

```lean
/-- The mode `v` follows the relaxation equation `v' = -H v + ⟨v, H v⟩ v` at all times
`s ≥ 0`, with a one-sided derivative at the initial time. -/
def IsModeRelaxation (H : E →L[ℝ] E) (v : ℝ → E) : Prop :=
  ∀ s, 0 ≤ s →
    HasDerivWithinAt v (-(H (v s)) + curvature H (v s) • v s) (Ici 0) s
```

Continuity of the curvature will supply a bound on c over compact time intervals.

```lean
/-- The curvature depends continuously on the mode. -/
theorem continuous_curvature (H : E →L[ℝ] E) : Continuous (curvature H) := by
  change Continuous (fun v : E => inner ℝ v (H v))
  exact continuous_inner.comp (continuous_id.prodMk H.continuous)
```

## Conservation and decrease

In the next proof, `hd` is the equation n' = 2c n. On [0, s] the curvature is bounded in absolute value by some `C`, and Grönwall's inequality with rate `2 * C` and zero initial defect forces n(s) = 0. Symmetry of H is not used.

```lean
/-- A mode that starts as a unit vector remains a unit vector during the relaxation. -/
theorem norm_conserved {H : E →L[ℝ] E} {v : ℝ → E} (h : IsModeRelaxation H v)
    (h0 : ‖v 0‖ = 1) {s : ℝ} (hs : 0 ≤ s) : ‖v s‖ = 1 := by
  have hv : ContinuousOn v (Ici 0) := fun t ht => (h t ht).continuousWithinAt
  -- the normalisation defect obeys a linear homogeneous equation
  have hd : ∀ t, 0 ≤ t → HasDerivWithinAt (fun t => inner ℝ (v t) (v t) - 1)
      (2 * curvature H (v t) * (inner ℝ (v t) (v t) - 1)) (Ici 0) t := by
    intro t ht
    have hc : inner ℝ (H (v t)) (v t) = curvature H (v t) := real_inner_comm _ _
    have hc' : inner ℝ (v t) (H (v t)) = curvature H (v t) := rfl
    have key := ((h t ht).inner ℝ (h t ht)).sub_const 1
    have e : inner ℝ (v t) (-(H (v t)) + curvature H (v t) • v t)
        + inner ℝ (-(H (v t)) + curvature H (v t) • v t) (v t)
        = 2 * curvature H (v t) * (inner ℝ (v t) (v t) - 1) := by
      simp only [inner_add_left, inner_add_right, inner_neg_left, inner_neg_right,
        real_inner_smul_left, real_inner_smul_right, hc, hc']
      ring
    exact key.congr_deriv e
  have hsub : Icc 0 s ⊆ Ici (0 : ℝ) := fun t ht => ht.1
  obtain ⟨C, hC⟩ := isCompact_Icc.exists_bound_of_continuousOn
    ((continuous_curvature H).comp_continuousOn (hv.mono hsub))
  -- Grönwall's inequality keeps the defect at zero
  have hg := norm_le_gronwallBound_of_norm_deriv_right_le
    (f := fun t => inner ℝ (v t) (v t) - 1)
    (f' := fun t => 2 * curvature H (v t) * (inner ℝ (v t) (v t) - 1))
    (δ := 0) (K := 2 * C) (ε := 0) (a := 0) (b := s)
    (fun t ht => ((hd t ht.1).continuousWithinAt).mono hsub)
    (fun t ht => (hd t ht.1).mono (Ici_subset_Ici.mpr ht.1))
    (by simp [h0])
    (by
      intro t ht
      have hb : ‖curvature H (v t)‖ ≤ C := hC t ⟨ht.1, ht.2.le⟩
      rw [norm_mul, norm_mul, Real.norm_ofNat, add_zero]
      gcongr)
    s ⟨hs, le_rfl⟩
  rw [gronwallBound_ε0_δ0] at hg
  have hz : inner ℝ (v s) (v s) - 1 = 0 := norm_le_zero_iff.mp hg
  rw [real_inner_self_eq_norm_sq] at hz
  nlinarith [norm_nonneg (v s)]
```

The product rule gives the two terms of c'. The step `hsym` moves H across the inner product, and `e` expands both sides using ⟨v, v⟩ = 1 to obtain −2‖r‖².

```lean
/-- Along the relaxation of a unit mode, the curvature changes at the rate of minus twice
the squared residual. -/
theorem curvature_hasDerivWithinAt {H : E →L[ℝ] E} (hH : (H : E →ₗ[ℝ] E).IsSymmetric)
    {v : ℝ → E} (h : IsModeRelaxation H v) (h0 : ‖v 0‖ = 1) {s : ℝ} (hs : 0 ≤ s) :
    HasDerivWithinAt (fun t => curvature H (v t))
      (-2 * ‖residual H (v s)‖ ^ 2) (Ici 0) s := by
  have hvv : inner ℝ (v s) (v s) = (1 : ℝ) := by
    rw [real_inner_self_eq_norm_sq, norm_conserved h h0 hs]; norm_num
  have hc : inner ℝ (H (v s)) (v s) = curvature H (v s) := real_inner_comm _ _
  have hc' : inner ℝ (v s) (H (v s)) = curvature H (v s) := rfl
  have hHv : HasDerivWithinAt (fun t => H (v t))
      (H (-(H (v s)) + curvature H (v s) • v s)) (Ici 0) s :=
    H.hasFDerivAt.comp_hasDerivWithinAt s (h s hs)
  have key := (h s hs).inner ℝ hHv
  -- symmetry of the Hessian moves it onto the other factor
  have hsym : inner ℝ (v s) (H (-(H (v s)) + curvature H (v s) • v s))
      = inner ℝ (H (v s)) (-(H (v s)) + curvature H (v s) • v s) := (hH _ _).symm
  rw [hsym] at key
  have e : inner ℝ (H (v s)) (-(H (v s)) + curvature H (v s) • v s)
      + inner ℝ (-(H (v s)) + curvature H (v s) • v s) (H (v s))
      = -2 * ‖residual H (v s)‖ ^ 2 := by
    rw [← real_inner_self_eq_norm_sq]
    simp only [residual, inner_add_left, inner_add_right, inner_neg_left, inner_neg_right,
      inner_sub_left, inner_sub_right, real_inner_smul_left, real_inner_smul_right,
      hc, hc', hvv]
    ring
  exact key.congr_deriv e
```

A non-positive derivative in the interior, together with continuity up to zero, gives monotonicity; `AntitoneOn` means non-increasing.

```lean
/-- The curvature along the relaxing unit mode never increases. -/
theorem curvature_antitone {H : E →L[ℝ] E} (hH : (H : E →ₗ[ℝ] E).IsSymmetric)
    {v : ℝ → E} (h : IsModeRelaxation H v) (h0 : ‖v 0‖ = 1) :
    AntitoneOn (fun s => curvature H (v s)) (Ici 0) := by
  have hd : ∀ s ∈ interior (Ici (0 : ℝ)), HasDerivAt (fun t => curvature H (v t))
      (-2 * ‖residual H (v s)‖ ^ 2) s := by
    intro s hs
    rw [interior_Ici] at hs
    exact (curvature_hasDerivWithinAt hH h h0 (le_of_lt hs)).hasDerivAt (Ici_mem_nhds hs)
  refine antitoneOn_of_deriv_nonpos (convex_Ici 0)
    (fun s hs => (curvature_hasDerivWithinAt hH h h0 hs).continuousWithinAt)
    (fun s hs => (hd s hs).differentiableAt.differentiableWithinAt) ?_
  intro s hs
  rw [(hd s hs).deriv]
  nlinarith [sq_nonneg ‖residual H (v s)‖]
```

The fundamental theorem of calculus then gives the exact balance between the integrated squared residual and the curvature drop.

```lean
/-- For a symmetric Hessian and a relaxing mode of initial norm one, the squared residual integrated
over `[0, T]` equals half the drop in curvature. -/
theorem integral_residual_sq {H : E →L[ℝ] E} (hH : (H : E →ₗ[ℝ] E).IsSymmetric)
    {v : ℝ → E} (h : IsModeRelaxation H v) (h0 : ‖v 0‖ = 1) {T : ℝ} (hT : 0 ≤ T) :
    ∫ s in (0 : ℝ)..T, ‖residual H (v s)‖ ^ 2
      = (curvature H (v 0) - curvature H (v T)) / 2 := by
  have hsub : Icc 0 T ⊆ Ici (0 : ℝ) := fun t ht => ht.1
  have hv : ContinuousOn v (Icc 0 T) :=
    fun t ht => ((h t ht.1).continuousWithinAt).mono hsub
  have hr : Continuous (residual H) :=
    H.continuous.sub ((continuous_curvature H).smul continuous_id)
  have hi : ContinuousOn (fun s => -2 * ‖residual H (v s)‖ ^ 2) (Icc 0 T) :=
    continuousOn_const.mul ((hr.comp_continuousOn hv).norm.pow 2)
  have key := intervalIntegral.integral_eq_sub_of_hasDerivAt_of_le hT
    ((continuous_curvature H).comp_continuousOn hv)
    (fun s hs => (curvature_hasDerivWithinAt hH h h0 hs.1.le).hasDerivAt
      (Ici_mem_nhds hs.1))
    (hi.intervalIntegrable_of_Icc hT)
  rw [intervalIntegral.integral_const_mul] at key
  simp only [Function.comp_apply] at key
  linarith
```

## Eigenvalue bounds

Finite dimension enters here, through the orthonormal eigenbasis `b`. The hypothesis `hspec` places every eigenvalue in [l, u]; the endpoints need not be eigenvalues themselves. The sums `h1` and `h2` are the two expansions derived above.

```lean
/-- If all eigenvalues of a symmetric Hessian lie in `[l, u]`, so does its curvature along
every unit vector. -/
theorem curvature_mem_Icc [FiniteDimensional ℝ E] {H : E →L[ℝ] E}
    (hH : (H : E →ₗ[ℝ] E).IsSymmetric) {l u : ℝ}
    (hspec : ∀ μ : ℝ, Module.End.HasEigenvalue (H : E →ₗ[ℝ] E) μ → μ ∈ Icc l u)
    {x : E} (hx : ‖x‖ = 1) : curvature H x ∈ Icc l u := by
  let b := hH.eigenvectorBasis rfl
  let ev := hH.eigenvalues rfl
  have hev : ∀ i, ev i ∈ Icc l u := fun i =>
    hspec _ (hH.hasEigenvalue_eigenvalues rfl i)
  have hb : ∀ i, H (b i) = ev i • b i := fun i => hH.apply_eigenvectorBasis rfl i
  -- expand the norm and the curvature in the eigenbasis
  have h1 : ∑ i, (inner ℝ (b i) x) ^ 2 = (1 : ℝ) := by
    have := b.sum_inner_mul_inner x x
    rw [real_inner_self_eq_norm_sq, hx, one_pow] at this
    rw [← this]
    refine Finset.sum_congr rfl fun i _ => ?_
    rw [real_inner_comm (b i) x, sq]
  have h2 : curvature H x = ∑ i, ev i * (inner ℝ (b i) x) ^ 2 := by
    unfold curvature
    rw [← b.sum_inner_mul_inner x (H x)]
    refine Finset.sum_congr rfl fun i _ => ?_
    have hs : inner ℝ (b i) (H x) = inner ℝ (H (b i)) x := (hH _ _).symm
    rw [hs, hb, real_inner_smul_left, real_inner_comm (b i) x]
    ring
  rw [h2]
  constructor
  · calc l = ∑ i, l * (inner ℝ (b i) x) ^ 2 := by rw [← Finset.mul_sum, h1, mul_one]
      _ ≤ _ := Finset.sum_le_sum fun i _ =>
        mul_le_mul_of_nonneg_right (hev i).1 (sq_nonneg _)
  · calc _ ≤ ∑ i, u * (inner ℝ (b i) x) ^ 2 := Finset.sum_le_sum fun i _ =>
        mul_le_mul_of_nonneg_right (hev i).2 (sq_nonneg _)
      _ = u := by rw [← Finset.mul_sum, h1, mul_one]
```

The main theorem combines the three conclusions. Only the initial vector is assumed normalised.

```lean
/-- For a symmetric Hessian with eigenvalues in `[l, u]`, a relaxing mode of initial norm one
keeps its norm, its curvature never increases, and its squared residual integrated over any
`[0, T]` is at most `(u - l) / 2`. -/
theorem mode_relaxation [FiniteDimensional ℝ E] {H : E →L[ℝ] E}
    (hH : (H : E →ₗ[ℝ] E).IsSymmetric) {l u : ℝ}
    (hspec : ∀ μ : ℝ, Module.End.HasEigenvalue (H : E →ₗ[ℝ] E) μ → μ ∈ Icc l u)
    {v : ℝ → E} (h : IsModeRelaxation H v) (h0 : ‖v 0‖ = 1) :
    (∀ s, 0 ≤ s → ‖v s‖ = 1) ∧
    AntitoneOn (fun s => curvature H (v s)) (Ici 0) ∧
    ∀ T, 0 < T → ∫ s in (0 : ℝ)..T, ‖residual H (v s)‖ ^ 2 ≤ (u - l) / 2 := by
  refine ⟨fun s hs => norm_conserved h h0 hs, curvature_antitone hH h h0, ?_⟩
  intro T hT
  rw [integral_residual_sq hH h h0 hT.le]
  have hi := (curvature_mem_Icc hH hspec h0).2
  have hf := (curvature_mem_Icc hH hspec (norm_conserved h h0 hT.le)).1
  linarith
```

The last theorem applies the mean value theorem to the curvature. It gives a moment in (0, T) at which the squared residual is at most (u − l)/(2T), a bound that becomes small only for long T; it is not claimed at the final time T.

```lean
/-- For a symmetric Hessian with eigenvalues in `[l, u]` and a relaxing mode of initial norm one,
every interval `(0, T)` with `T > 0` contains a moment at which the squared residual is at most `(u
- l) / (2 T)`. -/
theorem exists_small_residual [FiniteDimensional ℝ E] {H : E →L[ℝ] E}
    (hH : (H : E →ₗ[ℝ] E).IsSymmetric) {l u : ℝ}
    (hspec : ∀ μ : ℝ, Module.End.HasEigenvalue (H : E →ₗ[ℝ] E) μ → μ ∈ Icc l u)
    {v : ℝ → E} (h : IsModeRelaxation H v) (h0 : ‖v 0‖ = 1) {T : ℝ} (hT : 0 < T) :
    ∃ s ∈ Ioo 0 T, ‖residual H (v s)‖ ^ 2 ≤ (u - l) / (2 * T) := by
  -- the mean value theorem for the curvature
  obtain ⟨s, hs, he⟩ := exists_hasDerivAt_eq_slope (fun t => curvature H (v t))
    (fun t => -2 * ‖residual H (v t)‖ ^ 2) hT
    (fun t ht => ((curvature_hasDerivWithinAt hH h h0 ht.1).continuousWithinAt).mono
      (fun r hr => hr.1))
    (fun t ht => (curvature_hasDerivWithinAt hH h h0 ht.1.le).hasDerivAt
      (Ici_mem_nhds ht.1))
  refine ⟨s, hs, ?_⟩
  have hi := (curvature_mem_Icc hH hspec h0).2
  have hf := (curvature_mem_Icc hH hspec (norm_conserved h h0 hT.le)).1
  rw [sub_zero, eq_div_iff hT.ne'] at he
  rw [le_div_iff₀ (by positivity)]
  linarith

end

end GentlestAscentModeRelaxation
```

```lean
#print axioms GentlestAscentModeRelaxation.mode_relaxation
#print axioms GentlestAscentModeRelaxation.exists_small_residual
```

```
'GentlestAscentModeRelaxation.mode_relaxation' depends on axioms: [propext, Classical.choice, Quot.sound]
'GentlestAscentModeRelaxation.exists_small_residual' depends on axioms: [propext, Classical.choice, Quot.sound]
```
